# Bisection on a one-pole KKR determinant can converge to the pole instead of the level

A search for KKR band energies that bisects wherever the determinant changes sign can return an energy that is not a level. The determinant can also change sign at a free-electron pole, where it diverges, and bisection looks only at signs.

## The determinant near one pole

At fixed Bloch vector, let $e$ be the energy of one plane wave. For real $E\neq e$, take the KKR matrix to be

$$M(E)=M_0-\frac{y\,y^*}{E-e}.$$

The vector $y$ holds the plane wave's components in the scattering channels. The Hermitian, invertible matrix $M_0$ holds the inverse scattering matrix and the rest of the structure constants, idealised as independent of energy near $e$. Put $s=y^*M_0^{-1}y$ and $D(E)=\det M(E)$. The claim is

$$D(E)=\det M_0\,\frac{E-e-s}{E-e}.$$

Since $M_0^{-1}$ is Hermitian, $\bar s=s$. Likewise $\overline{\det M_0}=\det M_0^*=\det M_0$, so both numbers are real. Factoring out $M_0$ gives

$$M(E)=M_0\left(1-\frac{M_0^{-1}y\,y^*}{E-e}\right),$$

and $\det(1+uv^*)=1+v^*u$ turns the determinant of the bracket into $1-s/(E-e)$, which proves the formula. For $s\neq0$, $D$ vanishes at the level $e+s$ and diverges at $e$.

For $p,q\ne e$,

$$D(p)D(q)=\left(\frac{\det M_0}{(p-e)(q-e)}\right)^2(p-e-s)(q-e-s)(p-e)(q-e).$$

If an interval has one of $e$, $e+s$ inside and the other outside, exactly one of the products $(p-e-s)(q-e-s)$ and $(p-e)(q-e)$ is negative when $p$ and $q$ are its ends, so $D$ changes sign.

Now bisect $[a,b]$, with $e$ inside and $e+s$ outside. Suppose $a_k<e<b_k$ after $k$ steps, with midpoint $m\neq e$. If $m>e$, then $D$ changes sign on $[a_k,m]$, and this half is kept. If $m<e$, then $a_k$ and $m$ lie on the same side of both energies, and the right half is kept. Either way $e$ stays enclosed. The width is $(b-a)/2^k$, so both ends converge to $e$.

## The pole in a band calculation

A band calculation may evaluate $D$ on an energy mesh and refine each sign change. Take $M_0=1$, $y=1$, $e=0$, so that $s=1$ and $D(E)=(E-1)/E$. Mesh points $-0.4$ and $0.5$ give $3.5$ and $-1$, and bisection runs to $0$, although the level is at $1$. The plane-wave energy is known beforehand, so the search can use $(E-e)D(E)$ instead: its values, $-1.4$ and $-0.5$, show no sign change.

## Matrix, shift and algorithm in Lean

```lean
import Mathlib

open Matrix Filter Topology

namespace KKRSecular

noncomputable section
```

The matrix is written with `vecMulVec y (star y)` for $yy^*$.

```lean
/-- The secular matrix `M₀ - y y* / (E - e)` near a pole `e`, for energies `E ≠ e`. -/
def secularMatrix {n : Type*} (M₀ : Matrix n n ℂ) (y : n → ℂ) (e E : ℝ) : Matrix n n ℂ :=
  M₀ - ((E - e : ℝ) : ℂ)⁻¹ • vecMulVec y (star y)
```

The finite type `n` labels the channels. The shift and the determinant are defined as real parts, so that their signs can be compared; later theorems show that nothing is lost.

```lean
variable {n : Type*} [Fintype n] [DecidableEq n]
  {M₀ : Matrix n n ℂ} {y : n → ℂ} {e : ℝ}

/-- The level shift `s`, the real part of `⟨y, M₀⁻¹ y⟩`, for invertible `M₀`. -/
def levelShift (M₀ : Matrix n n ℂ) (y : n → ℂ) : ℝ :=
  (star y ⬝ᵥ (M₀⁻¹ *ᵥ y)).re

/-- The real part of the determinant of the secular matrix, for energies `E ≠ e`. -/
def secularDet (M₀ : Matrix n n ℂ) (y : n → ℂ) (e E : ℝ) : ℝ :=
  (secularMatrix M₀ y e E).det.re
```

Bisection is the algorithm itself, acting on pairs of endpoints in real numbers, without rounding or a stopping rule.

```lean
/-- One bisection step: halve the interval and keep the left half if `f` has opposite
signs at its ends, otherwise the right half. -/
def bisectStep (f : ℝ → ℝ) (I : ℝ × ℝ) : ℝ × ℝ :=
  if f I.1 * f ((I.1 + I.2) / 2) < 0 then (I.1, (I.1 + I.2) / 2)
  else ((I.1 + I.2) / 2, I.2)

/-- The interval reached after a given number of bisection steps. -/
def bisect (f : ℝ → ℝ) (I : ℝ × ℝ) : ℕ → ℝ × ℝ
  | 0 => I
  | k + 1 => bisectStep f (bisect f I k)
```

## The determinant formula

The first lemma shows that $s$ equals its own conjugate.

```lean
/-- For Hermitian `M₀` the number `⟨y, M₀⁻¹ y⟩` is real and equals the level shift. -/
theorem levelShift_eq (hM : M₀.IsHermitian) :
    (levelShift M₀ y : ℂ) = star y ⬝ᵥ (M₀⁻¹ *ᵥ y) := by
  have hA : (M₀⁻¹).IsHermitian := hM.inv
  have h : star (star y ⬝ᵥ (M₀⁻¹ *ᵥ y)) = star y ⬝ᵥ (M₀⁻¹ *ᵥ y) := by
    conv_rhs => rw [Matrix.star_dotProduct, Matrix.star_mulVec, hA.eq,
      ← Matrix.dotProduct_mulVec]
  exact Complex.conj_eq_iff_re.mp h
```

Next, `h1` factors out $M_0$, the rank-one determinant identity is applied, and `h2` puts the result over $E-e$.

```lean
/-- For Hermitian invertible `M₀` and `E ≠ e`, the determinant of the secular matrix is
`det M₀ (E - e - s) / (E - e)`. -/
theorem det_secularMatrix (hM : M₀.IsHermitian) (h0 : M₀.det ≠ 0) {E : ℝ} (hE : E ≠ e) :
    (secularMatrix M₀ y e E).det
      = M₀.det * ((E : ℂ) - e - levelShift M₀ y) / ((E : ℂ) - e) := by
  have hne : (E : ℂ) - e ≠ 0 := sub_ne_zero.mpr (by exact_mod_cast hE)
  have hv : ∀ u v : n → ℂ, M₀ * vecMulVec u v = vecMulVec (M₀ *ᵥ u) v := by
    intro u v
    ext i j
    simp [Matrix.mul_apply, vecMulVec_apply, mulVec, dotProduct, Finset.sum_mul, mul_assoc]
  -- factor out `M₀`, leaving a rank-one change of the identity
  have h1 : secularMatrix M₀ y e E
      = M₀ * (1 + vecMulVec ((-((E : ℂ) - e)⁻¹) • (M₀⁻¹ *ᵥ y)) (star y)) := by
    rw [mul_add, mul_one, hv, Matrix.mulVec_smul, Matrix.mulVec_mulVec,
      Matrix.mul_nonsing_inv _ (isUnit_iff_ne_zero.mpr h0), Matrix.one_mulVec]
    ext i j
    simp only [secularMatrix, Matrix.sub_apply, Matrix.add_apply, Matrix.smul_apply,
      vecMulVec_apply, Pi.smul_apply, smul_eq_mul, Complex.ofReal_sub]
    ring
  rw [h1, Matrix.det_mul, Matrix.vecMulVec_eq Unit,
    Matrix.det_one_add_replicateCol_mul_replicateRow, dotProduct_smul, smul_eq_mul,
    ← levelShift_eq hM]
  have h2 : 1 + -((E : ℂ) - e)⁻¹ * (levelShift M₀ y : ℂ)
      = ((E : ℂ) - e - levelShift M₀ y) / ((E : ℂ) - e) := by
    rw [sub_div, div_self hne, div_eq_mul_inv]
    ring
  rw [h2, mul_div_assoc]
```

With $\det M_0$ real, the formula becomes an equation between real numbers.

```lean
/-- The determinant of a Hermitian matrix is real. -/
theorem det_real (hM : M₀.IsHermitian) : (M₀.det.re : ℂ) = M₀.det := by
  have h : star M₀.det = M₀.det := by rw [← Matrix.det_conjTranspose, hM.eq]
  exact Complex.conj_eq_iff_re.mp h

/-- For Hermitian invertible `M₀` and `E ≠ e`, the determinant of the secular matrix is real,
and its value is `det M₀ (E - e - s) / (E - e)`. -/
theorem secularDet_eq (hM : M₀.IsHermitian) (h0 : M₀.det ≠ 0) {E : ℝ} (hE : E ≠ e) :
    (secularDet M₀ y e E : ℂ) = (secularMatrix M₀ y e E).det ∧
    secularDet M₀ y e E = M₀.det.re * (E - e - levelShift M₀ y) / (E - e) := by
  have hc : (secularMatrix M₀ y e E).det
      = ((M₀.det.re * (E - e - levelShift M₀ y) / (E - e) : ℝ) : ℂ) := by
    push_cast
    rw [det_secularMatrix hM h0 hE, det_real hM]
  unfold secularDet
  constructor <;> rw [hc, Complex.ofReal_re]
```

Multiplication by $E-e$ leaves a linear function whose only zero is $e+s$, which is the level when $s\neq0$.

```lean
/-- For Hermitian invertible `M₀` and `E ≠ e`, multiplying the secular determinant by `E - e`
gives the linear function `det M₀ (E - (e + s))`. -/
theorem pole_free_det (hM : M₀.IsHermitian) (h0 : M₀.det ≠ 0) {E : ℝ} (hE : E ≠ e) :
    (E - e) * secularDet M₀ y e E = M₀.det.re * (E - (e + levelShift M₀ y)) := by
  rw [(secularDet_eq hM h0 hE).2, mul_div_cancel₀ _ (sub_ne_zero.mpr hE), sub_sub]
```

## Signs at the level and at the pole

The lemma `same_side` shows that the product belonging to the energy outside the interval is positive. In `opposite_signs_iff`, `key` is the product formula above, and its positive square is removed.

```lean
/-- Two energies in an interval lie on the same side of any energy outside it. -/
theorem same_side {a b p q r : ℝ} (hr : r ∉ Set.Icc a b) (hp : p ∈ Set.Icc a b)
    (hq : q ∈ Set.Icc a b) : 0 < (p - r) * (q - r) := by
  rcases lt_or_ge r a with h | h
  · exact mul_pos (by linarith [hp.1]) (by linarith [hq.1])
  · have h' : b < r := lt_of_not_ge fun h' => hr ⟨h, h'⟩
    exact mul_pos_of_neg_of_neg (by linarith [hp.2]) (by linarith [hq.2])

/-- For Hermitian invertible `M₀`, the secular determinant has opposite signs at two energies other
than `e` exactly when the product of their signed distances from `e + s` and from `e` is negative.
-/
theorem opposite_signs_iff (hM : M₀.IsHermitian) (h0 : M₀.det ≠ 0) {p q : ℝ}
    (hp : p ≠ e) (hq : q ≠ e) :
    secularDet M₀ y e p * secularDet M₀ y e q < 0 ↔
      (p - (e + levelShift M₀ y)) * (q - (e + levelShift M₀ y)) * ((p - e) * (q - e)) < 0 := by
  have hp' := sub_ne_zero.mpr hp
  have hq' := sub_ne_zero.mpr hq
  have hd : M₀.det.re ≠ 0 := fun h => h0 (by rw [← det_real hM, h, Complex.ofReal_zero])
  have hK : 0 < (M₀.det.re / ((p - e) * (q - e))) ^ 2 := by positivity
  have key : secularDet M₀ y e p * secularDet M₀ y e q
      = (M₀.det.re / ((p - e) * (q - e))) ^ 2 * ((p - (e + levelShift M₀ y)) *
        (q - (e + levelShift M₀ y)) * ((p - e) * (q - e))) := by
    rw [(secularDet_eq hM h0 hp).2, (secularDet_eq hM h0 hq).2, ← sub_sub, ← sub_sub]
    field_simp
  rw [key]
  exact ⟨fun h => lt_of_not_ge fun hx => not_lt_of_ge (mul_nonneg hK.le hx) h,
    fun h => mul_neg_of_pos_of_neg hK h⟩
```

The two alternatives in `h` are the level inside with the pole outside, and the reverse.

```lean
/-- For Hermitian invertible `M₀`, the secular determinant changes sign across any interval
that has one of the two energies `e + s` (true level) and `e` (pole) in its interior and
leaves the other outside. -/
theorem sign_change (hM : M₀.IsHermitian) (h0 : M₀.det ≠ 0) {a b : ℝ}
    (h : (e + levelShift M₀ y ∈ Set.Ioo a b ∧ e ∉ Set.Icc a b) ∨
      (e ∈ Set.Ioo a b ∧ e + levelShift M₀ y ∉ Set.Icc a b)) :
    secularDet M₀ y e a * secularDet M₀ y e b < 0 := by
  have ins : ∀ r ∈ Set.Ioo a b, (a - r) * (b - r) < 0 := fun r hr =>
    mul_neg_of_neg_of_pos (by linarith [hr.1]) (by linarith [hr.2])
  have hab : a ≤ b := by
    rcases h with ⟨h, _⟩ | ⟨h, _⟩ <;> exact (h.1.trans h.2).le
  have ha : a ∈ Set.Icc a b := ⟨le_refl a, hab⟩
  have hb : b ∈ Set.Icc a b := ⟨hab, le_refl b⟩
  rcases h with ⟨hi, ho⟩ | ⟨hi, ho⟩
  · have hae : a ≠ e := fun h => ho ⟨h.le, by linarith⟩
    have hbe : b ≠ e := fun h => ho ⟨by linarith, h.ge⟩
    exact (opposite_signs_iff hM h0 hae hbe).mpr
      (mul_neg_of_neg_of_pos (ins _ hi) (same_side ho ha hb))
  · exact (opposite_signs_iff hM h0 hi.1.ne hi.2.ne').mpr
      (mul_neg_of_pos_of_neg (same_side ho ha hb) (ins _ hi))
```

## Convergence to the pole

The hypothesis `hmid` says that no midpoint equals $e$, where Lean's convention $0^{-1}=0$ would give the determinant the meaningless value $\det M_0$. The induction `inv` carries the enclosure and the width together, splitting on the side of the midpoint as above; the limits follow by squeezing.

```lean
/-- Let `M₀` be Hermitian and invertible, and let the starting interval contain the pole `e`
inside but not the level `e + s`. If no midpoint hits `e` exactly, every bisection interval
encloses the pole and both of its ends converge to it. -/
theorem bisection_finds_pole (hM : M₀.IsHermitian) (h0 : M₀.det ≠ 0) {a b : ℝ}
    (he : e ∈ Set.Ioo a b) (hs : e + levelShift M₀ y ∉ Set.Icc a b)
    (hmid : ∀ k, ((bisect (secularDet M₀ y e) (a, b) k).1
      + (bisect (secularDet M₀ y e) (a, b) k).2) / 2 ≠ e) :
    (∀ k, e ∈ Set.Ioo (bisect (secularDet M₀ y e) (a, b) k).1
      (bisect (secularDet M₀ y e) (a, b) k).2) ∧
    Tendsto (fun k => (bisect (secularDet M₀ y e) (a, b) k).1) atTop (𝓝 e) ∧
    Tendsto (fun k => (bisect (secularDet M₀ y e) (a, b) k).2) atTop (𝓝 e) := by
  set J := bisect (secularDet M₀ y e) (a, b)
  have hstep : ∀ k, J (k + 1) = bisectStep (secularDet M₀ y e) (J k) := fun _ => rfl
  have inv : ∀ k, a ≤ (J k).1 ∧ (J k).1 < e ∧ e < (J k).2 ∧ (J k).2 ≤ b ∧
      (J k).2 - (J k).1 = (b - a) * (1 / 2) ^ k := by
    intro k
    induction k with
    | zero => exact ⟨le_refl _, he.1, he.2, le_refl _, by simp [J, bisect]⟩
    | succ k ih =>
      have hm := hmid k
      obtain ⟨h1, h2, h3, h4, h5⟩ := ih
      rw [hstep, bisectStep]
      rcases lt_or_gt_of_ne hm with hlt | hgt
      · -- midpoint below the pole: no sign change on the left half
        rw [if_neg]
        · refine ⟨?_, hlt, h3, h4, ?_⟩ <;> simp only [pow_succ] <;> linarith
        · rw [opposite_signs_iff hM h0 h2.ne hm]
          exact not_lt_of_ge (mul_nonneg
            (same_side hs ⟨h1, by linarith⟩ ⟨by linarith, by linarith⟩).le
            (mul_nonneg_of_nonpos_of_nonpos (by linarith) (by linarith)))
      · -- midpoint above the pole: the left half shows the false sign change
        rw [if_pos (sign_change hM h0 (Or.inr ⟨⟨h2, hgt⟩,
          fun h => hs ⟨h1.trans h.1, by linarith [h.2]⟩⟩))]
        refine ⟨h1, h2, hgt, ?_, ?_⟩ <;> simp only [pow_succ] <;> linarith
  -- the width halves at each step, so both ends are squeezed onto the pole
  have hw : Tendsto (fun k : ℕ => (b - a) * (1 / 2 : ℝ) ^ k) atTop (𝓝 0) := by
    simpa using (tendsto_pow_atTop_nhds_zero_of_lt_one (r := (1 / 2 : ℝ))
      (by norm_num) (by norm_num)).const_mul (b - a)
  have hlo : Tendsto (fun k : ℕ => e - (b - a) * (1 / 2 : ℝ) ^ k) atTop (𝓝 e) := by
    have h := hw.const_sub e
    rwa [sub_zero] at h
  have hhi : Tendsto (fun k : ℕ => e + (b - a) * (1 / 2 : ℝ) ^ k) atTop (𝓝 e) := by
    have h := hw.const_add e
    rwa [add_zero] at h
  refine ⟨fun k => ⟨(inv k).2.1, (inv k).2.2.1⟩,
    tendsto_of_tendsto_of_tendsto_of_le_of_le hlo tendsto_const_nhds
      (fun k => ?_) (fun k => (inv k).2.1.le),
    tendsto_of_tendsto_of_tendsto_of_le_of_le tendsto_const_nhds hhi
      (fun k => (inv k).2.2.1.le) (fun k => ?_)⟩
  all_goals
    obtain ⟨_, h2, h3, _, h5⟩ := inv k
    dsimp only
    linarith

end

end KKRSecular
```

The hypothesis `hs` keeps the level out of the bracket. Without it the conclusion can fail: in the example above, start from $[-1,4]$, which contains both energies. The first midpoint is $1.5$, and $D(-1)=2$ and $D(1.5)=1/3$ have equal signs, so the right half is kept and the pole is lost.

The model has a single pole of rank one; several plane waves degenerate at $e$ need a term of higher rank, unless their vectors $y$ are all parallel, as they are when there is only one channel.

```lean
#print axioms KKRSecular.pole_free_det
#print axioms KKRSecular.bisection_finds_pole
```

```
'KKRSecular.pole_free_det' depends on axioms: [propext, Classical.choice, Quot.sound]
'KKRSecular.bisection_finds_pole' depends on axioms: [propext, Classical.choice, Quot.sound]
```
